# The Born cross section for Coulomb scattering beyond a positive angle is the classical impact-parameter area

For a particle of momentum k > 0 in the potential A/r, the Born cross section for scattering through angles between s and π, with 0 < s ≤ π, is

σ(s) = π (A cot(s/2) / k²)².

If A ≠ 0, this is the area πb² of a disc whose radius |b| is the classical impact parameter belonging to the deflection s, and σ(s) tends to infinity as s decreases to 0. Units are ħ = m = 1 throughout.

## The quantum cross section

In elastic scattering through the angle t, the momentum transfer is

q = 2k sin(t/2).

The amplitude is taken to first order in the potential. It is proportional to the Fourier transform of A/r, understood as the limit of a screened potential when the screening is removed:

f(t) = -2A/q².

The differential cross section is f², and axial symmetry supplies a factor 2π. Hence

σ(s) = 2π ∫ f(t)² sin t dt, with t running from s to π.

To evaluate it, insert q and use sin t = 2 sin(t/2) cos(t/2):

f(t)² sin t = A² / (4k⁴ sin⁴(t/2)) · 2 sin(t/2) cos(t/2)
= A² cos(t/2) / (2k⁴ sin³(t/2)).

This is the derivative of

F(t) = -A² / (2k⁴ sin²(t/2)).

On [s, π] the sine of t/2 is positive, so the integrand is continuous and the fundamental theorem of calculus applies. Since sin(π/2) = 1,

F(π) - F(s) = A²/(2k⁴) · (1/sin²(s/2) - 1) = A² cot²(s/2) / (2k⁴).

Multiplication by 2π gives the stated formula.

## The impact parameter from the Runge–Lenz vector

Let n be the unit position vector, p the momentum and L the angular momentum of a classical orbit, with L normal to the plane of motion. In this section t denotes time, not an angle, and the equation of motion is dp/dt = A n/r². Since L = r² n × dn/dt, and n is perpendicular to dn/dt,

dp/dt × L = A n × (n × dn/dt) = -A dn/dt.

L is constant, so the Runge–Lenz vector

R = p × L + A n

is constant too.

Let the particle come in along the first axis, displaced sideways by a signed distance b. Then p = (k, 0) and n = (-1, 0), and the component of L along the normal is -kb. On this asymptote

R = (-A, k²b).

Far away after the collision, energy conservation restores the magnitude k. The particle leaves at the angle s, so p = k(cos s, sin s) and n = (cos s, sin s), and

R = (-k²b sin s + A cos s, k²b cos s + A sin s).

Equating the two vectors gives

k²b sin s = A(1 + cos s),
k²b(1 - cos s) = A sin s.

With half angles the second equation reads 2k²b sin²(s/2) = 2A sin(s/2) cos(s/2). Dividing by 2 sin(s/2), which is positive, leaves

k²b sin(s/2) = A cos(s/2), that is, b = A cot(s/2)/k².

The first equation then holds as well: it is the same relation multiplied by 2 cos(s/2). At s = π it reduces to 0 = 0, while the second still gives b = 0.

The sign of b records the side of passage. For an upward deflection, a repulsive centre (A > 0) must be passed above and an attractive one (A < 0) below.

## Why the disc collects the larger deflections

For 0 < s < t ≤ π,

cot(s/2) - cot(t/2) = sin(t/2 - s/2) / (sin(s/2) sin(t/2)) > 0,

and both cotangents are non-negative. With A ≠ 0, a larger angle therefore belongs to a strictly smaller |b|. Particles aimed inside the disc of radius |A| cot(s/2)/k² are those deflected by more than s, which makes its area the classical cross section beyond s.

## Divergence in the forward direction

Written with the sine, the result is

σ(s) = π A²/k⁴ · (1/sin²(s/2) - 1).

As s decreases to 0, sin²(s/2) tends to 0 through positive values. For A ≠ 0 the prefactor is positive, so σ(s) grows without bound.

In a simulation that counts only deflections beyond a cut-off angle as collisions, σ(s) is the corresponding cross section for a single fixed, unscreened Coulomb centre in the Born approximation. For A ≠ 0 this cross section has no finite limit as the cut-off is taken to zero.

## The statements in Lean

All quantities are real numbers. `momentumTransfer`, `bornAmplitude` and `crossSectionBeyond` are q, f and σ as above, and `impactParameter A k s` is the signed length A cot(s/2)/k². The amplitude enters as a definition; it is not derived from the Schrödinger equation.

A planar vector is a pair in `ℝ × ℝ`, and `rungeLenz A L p n` gives the two components of R. The proposition `RungeLenzConserved A k b s` says that R has the same value on the two asymptotes. Conservation of energy and angular momentum is built into it through the common k and the common L = -kb. The equation of motion does not appear in the file, so the constancy of R along an orbit is an assumption there, supported by the short calculation above. For A = 0 and b = 0 the condition holds at every angle, although a free particle is not deflected: it is a constraint on asymptotes and does not construct an orbit.

The main theorems say the following, always for k > 0 and for angles in (0, π].

- `rungeLenzConserved_iff`: for k > 0 and 0 < s ≤ π, R is conserved exactly when b equals `impactParameter A k s`.
- `abs_impactParameter_lt`: for A ≠ 0, |b| strictly decreases with the angle.
- `crossSectionBeyond_eq`: σ(s) = π(A cot(s/2)/k²)², for every real A.
- `crossSectionBeyond_eq_classical_area`: any b compatible with Runge–Lenz conservation at the angle s satisfies σ(s) = πb².
- `tendsto_crossSectionBeyond`: for A ≠ 0, σ(s) tends to infinity. Here `𝓝[>] 0` means that s approaches 0 from above, and `atTop` is the limit +∞.

The divergence has to be read as this limit, because Lean gives a non-integrable integral, such as the one starting at s = 0, the value 0.

## The complete file

```lean
import Mathlib

open Filter Topology
open scoped Real

namespace RutherfordBeyondAngle

noncomputable section

/-- Momentum transfer `q = 2 k sin (t/2)` in elastic scattering through the angle `t`. -/
def momentumTransfer (k t : ℝ) : ℝ := 2 * k * Real.sin (t / 2)

/-- Born amplitude `f = -2A/q²` for the Coulomb potential `A/r`, in units `ħ = m = 1`. -/
def bornAmplitude (A k t : ℝ) : ℝ := -2 * A / (momentumTransfer k t) ^ 2

/-- Cross section for scattering through angles between `s` and `π`. -/
def crossSectionBeyond (A k s : ℝ) : ℝ :=
  2 * π * ∫ t in s..π, bornAmplitude A k t ^ 2 * Real.sin t

/-- The signed length `A cot (s/2) / k²`. -/
def impactParameter (A k s : ℝ) : ℝ := A * Real.cot (s / 2) / k ^ 2

/-- Runge–Lenz vector `p × L + A n` of planar motion in the potential `A/r`, for momentum `p`,
angular momentum `L` normal to the plane, and unit position vector `n`. -/
def rungeLenz (A L : ℝ) (p n : ℝ × ℝ) : ℝ × ℝ :=
  (L * p.2 + A * n.1, -(L * p.1) + A * n.2)

/-- The Runge–Lenz vector agrees on the incoming asymptote, with momentum `k` along the first axis
and signed impact parameter `b`, and on the outgoing asymptote at angle `s`. -/
def RungeLenzConserved (A k b s : ℝ) : Prop :=
  rungeLenz A (-(k * b)) (k, 0) (-1, 0) =
    rungeLenz A (-(k * b)) (k * Real.cos s, k * Real.sin s) (Real.cos s, Real.sin s)

/-- The sine of half the scattering angle is positive away from the forward direction. -/
lemma sin_half_pos {s : ℝ} (hs : 0 < s) (hsπ : s ≤ π) : 0 < Real.sin (s / 2) :=
  Real.sin_pos_of_pos_of_lt_pi (by linarith) (by linarith [Real.pi_pos])

/-- The square of `A cot (s/2) / k²` expressed through the sine of the half angle. -/
lemma impactParameter_sq (A k : ℝ) {s : ℝ} (hs : 0 < s) (hsπ : s ≤ π) :
    impactParameter A k s ^ 2 = A ^ 2 / k ^ 4 * ((Real.sin (s / 2) ^ 2)⁻¹ - 1) := by
  have hx := (sin_half_pos hs hsπ).ne'
  have e : (Real.sin (s / 2) ^ 2)⁻¹ - 1 = Real.cos (s / 2) ^ 2 / Real.sin (s / 2) ^ 2 := by
    rw [Real.cos_sq', sub_div, div_self (pow_ne_zero 2 hx), one_div]
  rw [e, impactParameter, Real.cot_eq_cos_div_sin]
  ring

/-- For `k > 0` and `0 < s ≤ π`, the Runge–Lenz vector agrees on the two asymptotes exactly when `b`
equals `A cot (s/2) / k²`. -/
theorem rungeLenzConserved_iff (A b : ℝ) {k s : ℝ} (hk : 0 < k) (hs : 0 < s) (hsπ : s ≤ π) :
    RungeLenzConserved A k b s ↔ b = impactParameter A k s := by
  have hx := sin_half_pos hs hsπ
  have hsin : Real.sin s = 2 * Real.sin (s / 2) * Real.cos (s / 2) := by
    rw [← Real.sin_two_mul]
    congr 1
    ring
  have hcos : Real.cos s = 1 - 2 * Real.sin (s / 2) ^ 2 := by
    have h := Real.cos_two_mul (s / 2)
    rw [show 2 * (s / 2) = s by ring] at h
    linarith [Real.sin_sq_add_cos_sq (s / 2)]
  have hb : b = impactParameter A k s ↔
      k ^ 2 * b * Real.sin (s / 2) = A * Real.cos (s / 2) := by
    rw [impactParameter, Real.cot_eq_cos_div_sin, ← mul_div_assoc, div_div,
      eq_div_iff (by positivity)]
    constructor <;> intro h <;> linear_combination h
  rw [hb]
  simp only [RungeLenzConserved, rungeLenz, Prod.mk.injEq]
  rw [hsin, hcos]
  constructor
  · -- the transverse component alone determines b
    rintro ⟨_, h⟩
    apply mul_left_cancel₀ hx.ne'
    linear_combination h / 2
  · intro h
    constructor
    · linear_combination 2 * Real.cos (s / 2) * h + 2 * A * Real.sin_sq_add_cos_sq (s / 2)
    · linear_combination 2 * Real.sin (s / 2) * h

/-- For a nonvanishing Coulomb coupling, the absolute value of `A cot (s/2) / k²` strictly decreases
as the angle `s` increases in `(0, π]`. -/
theorem abs_impactParameter_lt {A k s t : ℝ} (hA : A ≠ 0) (hk : 0 < k) (hs : 0 < s)
    (hst : s < t) (htπ : t ≤ π) : |impactParameter A k t| < |impactParameter A k s| := by
  have hxs := sin_half_pos hs (hst.le.trans htπ)
  have hxt := sin_half_pos (hs.trans hst) htπ
  have hlt : Real.cot (t / 2) < Real.cot (s / 2) := by
    rw [Real.cot_eq_cos_div_sin, Real.cot_eq_cos_div_sin, div_lt_div_iff₀ hxt hxs]
    have h : 0 < Real.sin (t / 2 - s / 2) :=
      Real.sin_pos_of_pos_of_lt_pi (by linarith) (by linarith [Real.pi_pos])
    rw [Real.sin_sub] at h
    linarith
  have h0 : 0 ≤ Real.cot (t / 2) := by
    rw [Real.cot_eq_cos_div_sin]
    exact div_nonneg (Real.cos_nonneg_of_neg_pi_div_two_le_of_le
      (by linarith [Real.pi_pos]) (by linarith)) hxt.le
  have hk2 : 0 < k ^ 2 := by positivity
  unfold impactParameter
  rw [abs_div, abs_div, abs_mul, abs_mul, abs_of_pos hk2, abs_of_nonneg h0,
    abs_of_nonneg (h0.trans hlt.le)]
  exact div_lt_div_of_pos_right (mul_lt_mul_of_pos_left hlt (abs_pos.mpr hA)) hk2

/-- An antiderivative of the Rutherford angular distribution `f² sin t`. -/
theorem hasDerivAt_rutherford (A : ℝ) {k t : ℝ} (hk : 0 < k) (ht : Real.sin (t / 2) ≠ 0) :
    HasDerivAt (fun u : ℝ => -(A ^ 2 / (2 * k ^ 4)) / (Real.sin (u / 2) * Real.sin (u / 2)))
      (bornAmplitude A k t ^ 2 * Real.sin t) t := by
  have hk' := hk.ne'
  have h1 : HasDerivAt (fun u : ℝ => Real.sin (u / 2)) (Real.cos (t / 2) * (1 / 2)) t :=
    ((hasDerivAt_id' t).div_const 2).sin
  have h2 := (hasDerivAt_const t (-(A ^ 2 / (2 * k ^ 4)))).fun_div (h1.fun_mul h1)
    (mul_ne_zero ht ht)
  refine h2.congr_deriv ?_
  have hsin : Real.sin t = 2 * Real.sin (t / 2) * Real.cos (t / 2) := by
    rw [← Real.sin_two_mul]
    congr 1
    ring
  simp only [bornAmplitude, momentumTransfer]
  rw [hsin]
  field_simp
  ring

/-- The Rutherford angular distribution is integrable from any positive angle up to `π`. -/
theorem intervalIntegrable_rutherford (A : ℝ) {k s : ℝ} (hk : 0 < k) (hs : 0 < s)
    (hsπ : s ≤ π) :
    IntervalIntegrable (fun t => bornAmplitude A k t ^ 2 * Real.sin t)
      MeasureTheory.volume s π := by
  apply ContinuousOn.intervalIntegrable
  rw [Set.uIcc_of_le hsπ]
  intro t ht
  have hx := sin_half_pos (hs.trans_le ht.1) ht.2
  have hne : (2 * k * Real.sin (t / 2)) ^ 2 ≠ 0 := by positivity
  have h1 : ContinuousAt (fun u : ℝ => (2 * k * Real.sin (u / 2)) ^ 2) t := by fun_prop
  have h2 : ContinuousAt (fun u : ℝ => bornAmplitude A k u) t :=
    continuousAt_const.div h1 hne
  exact ((h2.pow 2).mul Real.continuous_sin.continuousAt).continuousWithinAt

/-- The Born cross section beyond the angle `s` is `π (A cot (s/2) / k²)²`. -/
theorem crossSectionBeyond_eq (A : ℝ) {k s : ℝ} (hk : 0 < k) (hs : 0 < s) (hsπ : s ≤ π) :
    crossSectionBeyond A k s = π * (A * Real.cot (s / 2) / k ^ 2) ^ 2 := by
  have key : ∫ t in s..π, bornAmplitude A k t ^ 2 * Real.sin t =
      -(A ^ 2 / (2 * k ^ 4)) / (Real.sin (π / 2) * Real.sin (π / 2)) -
      -(A ^ 2 / (2 * k ^ 4)) / (Real.sin (s / 2) * Real.sin (s / 2)) := by
    have hd : ∀ t ∈ Set.uIcc s π, HasDerivAt
        (fun u : ℝ => -(A ^ 2 / (2 * k ^ 4)) / (Real.sin (u / 2) * Real.sin (u / 2)))
        (bornAmplitude A k t ^ 2 * Real.sin t) t := by
      intro t ht
      rw [Set.uIcc_of_le hsπ] at ht
      exact hasDerivAt_rutherford A hk (sin_half_pos (hs.trans_le ht.1) ht.2).ne'
    -- fundamental theorem of calculus away from the forward direction
    have h := intervalIntegral.integral_eq_sub_of_hasDerivAt hd
      (intervalIntegrable_rutherford A hk hs hsπ)
    exact h
  change _ = π * impactParameter A k s ^ 2
  rw [crossSectionBeyond, key, Real.sin_pi_div_two, impactParameter_sq A k hs hsπ]
  ring

/-- If the Runge–Lenz vector agrees on the incoming asymptote with signed impact parameter `b` and
on the outgoing asymptote at angle `s`, the Born cross section beyond `s` is `π b²`. -/
theorem crossSectionBeyond_eq_classical_area {A k b s : ℝ} (hk : 0 < k) (hs : 0 < s)
    (hsπ : s ≤ π) (hb : RungeLenzConserved A k b s) :
    crossSectionBeyond A k s = π * b ^ 2 := by
  rw [(rungeLenzConserved_iff A b hk hs hsπ).mp hb]
  exact crossSectionBeyond_eq A hk hs hsπ

/-- For a nonvanishing Coulomb coupling, the cross section beyond `s` tends to infinity as `s`
decreases to zero. -/
theorem tendsto_crossSectionBeyond {A k : ℝ} (hA : A ≠ 0) (hk : 0 < k) :
    Tendsto (fun s => crossSectionBeyond A k s) (𝓝[>] 0) atTop := by
  have hc : Continuous (fun s : ℝ => Real.sin (s / 2) ^ 2) := by fun_prop
  have h0 : Tendsto (fun s : ℝ => Real.sin (s / 2) ^ 2) (𝓝[>] 0) (𝓝[>] 0) := by
    refine tendsto_nhdsWithin_iff.mpr
      ⟨(hc.tendsto' 0 0 (by simp)).mono_left nhdsWithin_le_nhds, ?_⟩
    filter_upwards [Ioc_mem_nhdsGT Real.pi_pos] with s hs
    exact pow_pos (sin_half_pos hs.1 hs.2) 2
  have hpos : 0 < π * (A ^ 2 / k ^ 4) := by positivity
  -- the inverse square of the sine drives the divergence
  have h1 := (tendsto_inv_nhdsGT_zero.comp h0).const_mul_atTop hpos
  refine (tendsto_atTop_add_const_right _ (-(π * (A ^ 2 / k ^ 4))) h1).congr' ?_
  filter_upwards [Ioc_mem_nhdsGT Real.pi_pos] with s hs
  rw [crossSectionBeyond_eq A hk hs.1 hs.2]
  change _ = π * impactParameter A k s ^ 2
  rw [impactParameter_sq A k hs.1 hs.2]
  simp only [Function.comp_apply]
  ring

end

end RutherfordBeyondAngle
```

```lean
#print axioms RutherfordBeyondAngle.abs_impactParameter_lt
-- 'RutherfordBeyondAngle.abs_impactParameter_lt' depends on axioms: [propext, Classical.choice, Quot.sound]
#print axioms RutherfordBeyondAngle.crossSectionBeyond_eq_classical_area
-- 'RutherfordBeyondAngle.crossSectionBeyond_eq_classical_area' depends on axioms: [propext, Classical.choice, Quot.sound]
#print axioms RutherfordBeyondAngle.tendsto_crossSectionBeyond
-- 'RutherfordBeyondAngle.tendsto_crossSectionBeyond' depends on axioms: [propext, Classical.choice, Quot.sound]
```

## How the proof follows the calculation

**Half angles.** `sin_half_pos` supplies the positivity of sin(s/2) on which the later divisions by this sine rest. `impactParameter_sq` is the identity cot² = 1/sin² - 1, multiplied by A²/k⁴.

**Runge–Lenz equations.** In `rungeLenzConserved_iff`, the facts `hsin` and `hcos` express sin s and cos s by half angles, and `hb` clears the denominators in the formula for b. Equality of the two vectors is then split into its components. In the forward direction the proof uses only the transverse component and cancels sin(s/2) with `mul_left_cancel₀`. In the reverse direction each `linear_combination` recovers one component as a multiple of k²b sin(s/2) = A cos(s/2), with the help of sin² + cos² = 1 in the first.

**Monotonicity.** `abs_impactParameter_lt` compares the cotangents by cross-multiplication, which turns the claim into the positivity of sin(t/2 - s/2). The non-negativity of cot(t/2), recorded as `h0`, allows the comparison to pass to absolute values. The assumption A ≠ 0 makes the inequality strict.

**The integral.** `hasDerivAt_rutherford` differentiates F by the quotient rule, with the squared sine written as a product. After sin t is replaced by its half-angle form, `field_simp` and `ring` confirm that the derivative is f² sin t. `intervalIntegrable_rutherford` obtains integrability from continuity on [s, π], where the denominator q² does not vanish.

`crossSectionBeyond_eq` combines these two results through `intervalIntegral.integral_eq_sub_of_hasDerivAt`, the fundamental theorem of calculus. This gives F(π) - F(s). On the other side of the claim, `impactParameter_sq` expresses the squared cotangent through the sine, and `ring` confirms that the two sides agree.

**The classical area.** `crossSectionBeyond_eq_classical_area` replaces b by the value that Runge–Lenz conservation fixes and then applies the integral formula.

**The limit.** In `tendsto_crossSectionBeyond`, `h0` states that sin²(s/2) approaches 0 from above. Its inverse therefore tends to infinity, and so does the product with the positive constant πA²/k⁴, which is `h1`. Subtracting that constant once does not affect the limit. The last lines identify the resulting expression with σ(s) for 0 < s ≤ π, which is enough for a limit at 0 from above.
